# The DFT+U kernel is −U Tr(PQ), an exchange-type pairing between orbital transitions

Let $n$, $P$ and $Q$ be complex square matrices of the same size, let $U$ be a real number, and let

$$E(n)=\frac U2\,\mathrm{Tr}(n-n^2).$$

Then the mixed derivative of $E$ at $n$ along $P$ and $Q$ exists and is

$$\frac{\partial}{\partial t}\frac{\partial}{\partial s}\,E(n+sP+tQ)\Big|_{s=t=0}=-U\,\mathrm{Tr}(PQ).$$

If $P=|u\rangle\langle v|$ and $Q=|x\rangle\langle y|$ for complex vectors $u,v,x,y$, the value is $-U\langle v,x\rangle\langle y,u\rangle$, where the inner product is conjugate-linear in its first argument. In linear-response time-dependent DFT+U with this simplified form of the Hubbard correction, and with $u,v,x,y$ the coefficient vectors of orbitals in the localised subspace, this is the term that the correction adds to the coupling between two orbital transitions, for one spin channel of one localised subspace with a fixed $U$ and in the adiabatic approximation.

## Energy, potential and kernel on a localised subspace

The localised subspace, for example the $d$ shell of a transition-metal atom, is spanned by finitely many orthonormal orbitals labelled by a set `ι`. Its occupation matrix $n$, taken here for one spin channel, has one row and one column for each of them.

```lean
import Mathlib

open Matrix

namespace HubbardKernel

noncomputable section

variable {ι : Type*} [Fintype ι] [DecidableEq ι]
```

In the simplified rotationally invariant form of DFT+U, which replaces the orbital-dependent interactions by a single number $U$, the Hubbard energy depends on $n$ only through traces. If $n$ is Hermitian with eigenvalues $\lambda_k$, it reads

$$E(n)=\frac U2\sum_k\lambda_k(1-\lambda_k),$$

so that for positive $U$ it penalises fractional occupations and vanishes when every orbital is either empty or full. The parameter $U$ stands for the effective on-site interaction between electrons in the subspace.

```lean
/-- The Hubbard energy term `(U/2) Tr(n - n²)` of simplified DFT+U, for a complex matrix `n`. -/
def hubbardEnergy (U : ℝ) (n : Matrix ι ι ℂ) : ℂ :=
  (U : ℂ) / 2 * (n - n * n).trace
```

In `hubbardEnergy` the number `U` is real and the matrix `n` is any complex matrix. Neither Hermiticity nor a range for the eigenvalues is required, and the energy is therefore typed as a complex number; for Hermitian $n$ its value is real. The wider domain is useful in response theory, where a Hermitian change of $n$ is split into contributions from single orbital pairs, which are in general not Hermitian by themselves. The sign of $U$ is also left free.

The potential that belongs to this energy is the matrix $V(n)$ for which a small change $\delta n$ alters the energy by $\mathrm{Tr}(V(n)\,\delta n)$ to first order. It is

$$V(n)=U\left(\tfrac12-n\right),$$

where $\tfrac12$ means half the identity matrix. For positive $U$ it lowers orbitals that are more than half filled and raises those that are less than half filled.

```lean
/-- The Hubbard potential `U (1/2 - n)` on the localised subspace. -/
def hubbardPotential (U : ℝ) (n : Matrix ι ι ℂ) : Matrix ι ι ℂ :=
  (U : ℂ) • ((1 / 2 : ℂ) • (1 : Matrix ι ι ℂ) - n)
```

At this point `hubbardPotential` is only a formula. That it is the derivative of the energy is shown further down.

In the adiabatic approximation the response kernel is the second derivative of the energy, taken at the instantaneous occupations, without memory or frequency dependence. With two independent changes $P$ and $Q$ it is

$$K_n(P,Q)=\frac{\partial}{\partial t}\left[\frac{\partial}{\partial s}E(n+sP+tQ)\Big|_{s=0}\right]_{t=0}.$$

```lean
/-- The adiabatic DFT+U kernel: the mixed second derivative of the energy at `n`
along the occupation changes `P` and `Q`. -/
def hubbardKernel (U : ℝ) (n P Q : Matrix ι ι ℂ) : ℂ :=
  deriv (fun t : ℂ => deriv (fun s : ℂ => hubbardEnergy U (n + s • P + t • Q)) 0) 0
```

The definition `hubbardKernel` follows this order: the inner `deriv` acts on `s`, the outer one on `t`. Both variables are complex. Since $E$ is a polynomial in the entries of $n$ and contains no complex conjugates, complex derivatives are available, and they agree with the derivatives along real $s$ and $t$. Lean's `deriv` returns zero for a function without a derivative, so the theorems below establish differentiability along with the values.

The kernel acts on changes of the occupation matrix, not on densities in real space. The projection onto the localised orbitals is held fixed, and so is $U$; any dependence of either on the electronic state would add further terms.

In linear response the first-order change of the occupation matrix is a sum of outer products, each built from two orbitals and multiplied by an amplitude. One such outer product represents the transition between its two orbitals. If $u$ and $v$ are the coefficient vectors of the two orbitals in the localised basis, the entries are

$$\big(|u\rangle\langle v|\big)_{ij}=u_i\,\overline{v_j}.$$

```lean
/-- The transition matrix `|u⟩⟨v|` of two coefficient vectors in the localised basis. -/
def transition (u v : ι → ℂ) : Matrix ι ι ℂ := vecMulVec u (star v)
```

Here `star v` is the entrywise complex conjugate, and `vecMulVec` forms the outer product. The vectors need not be normalised. This suits the application, in which a Kohn–Sham orbital usually lies only partly in the localised subspace and its coefficient vector is shorter than one.

## The energy along one occupation change

The calculation needs a single fact from calculus. For complex constants $a,b,c$,

$$\frac{d}{ds}\left(a+sb-cs^2\right)\Big|_{s=0}=\left(b-2cs\right)\Big|_{s=0}=b.$$

```lean
/-- The derivative at zero of a quadratic polynomial is its linear coefficient. -/
lemma hasDerivAt_quadratic (a b c : ℂ) :
    HasDerivAt (fun s : ℂ => a + s * b - c * s ^ 2) b 0 :=
  ((((hasDerivAt_id' (0 : ℂ)).mul_const b).const_add a).fun_sub
    (((hasDerivAt_id' (0 : ℂ)).fun_pow 2).const_mul c)).congr_deriv (by simp)
```

`HasDerivAt f b 0` says that `f` is differentiable at zero with derivative `b`. The proof term assembles the derivative from those of the linear and the quadratic part, and `simp` evaluates the result at zero.

Now change $n$ by $sP$. Matrices need not commute, so the square has two cross terms:

$$(n+sP)^2=n^2+s\,nP+s\,Pn+s^2P^2.$$

Under the trace they coincide, because $\mathrm{Tr}(Pn)=\mathrm{Tr}(nP)$. Hence

$$E(n+sP)=E(n)+s\,\frac U2\big(\mathrm{Tr}\,P-2\,\mathrm{Tr}(nP)\big)-\frac U2\,s^2\,\mathrm{Tr}(P^2).$$

The coefficient of $s$ is $U\left(\tfrac12\mathrm{Tr}\,P-\mathrm{Tr}(nP)\right)=\mathrm{Tr}(V(n)P)$, and so

$$E(n+sP)=E(n)+s\,\mathrm{Tr}(V(n)P)-\frac U2\,\mathrm{Tr}(P^2)\,s^2.$$

```lean
/-- Along an occupation change `P` the DFT+U energy is a polynomial of degree at most two, and its
linear term is the Hubbard potential traced with `P`. -/
theorem hubbardEnergy_expansion (U : ℝ) (n P : Matrix ι ι ℂ) (s : ℂ) :
    hubbardEnergy U (n + s • P) =
      hubbardEnergy U n + s * (hubbardPotential U n * P).trace
        - (U : ℂ) / 2 * (P * P).trace * s ^ 2 := by
  have h : (n + s • P) * (n + s • P)
      = n * n + s • (n * P) + s • (P * n) + (s * s) • (P * P) := by
    simp only [add_mul, mul_add, smul_mul_assoc, mul_smul_comm, smul_smul, smul_add]
    module
  unfold hubbardEnergy hubbardPotential
  rw [h]
  simp only [trace_sub, trace_add, trace_smul, smul_eq_mul, sub_mul, smul_mul_assoc, one_mul]
  -- the two cross terms agree because the trace is cyclic
  rw [trace_mul_comm P n]
  ring
```

This is an identity for every complex $s$, with no remainder. In the proof, `h` is the expansion of the square. The `simp only` call then distributes the trace over sums and scalar factors, `trace_mul_comm P n` merges the two cross terms, and `ring` collects the coefficients.

The first derivative can be read off:

$$\frac{d}{ds}E(n+sP)\Big|_{s=0}=\mathrm{Tr}(V(n)P).$$

```lean
/-- The first derivative of the DFT+U energy along `P` is the trace of the Hubbard
potential with `P`. -/
theorem hasDerivAt_hubbardEnergy (U : ℝ) (n P : Matrix ι ι ℂ) :
    HasDerivAt (fun s : ℂ => hubbardEnergy U (n + s • P))
      (hubbardPotential U n * P).trace 0 := by
  rw [show (fun s : ℂ => hubbardEnergy U (n + s • P)) = _ from
    funext fun s => hubbardEnergy_expansion U n P s]
  exact hasDerivAt_quadratic _ _ _
```

The proof replaces the energy by its expansion and applies the lemma on quadratic polynomials. The theorem justifies the name of `hubbardPotential`. It holds at every matrix $n$, and the next step uses that freedom.

## The mixed derivative

To find the kernel, regard $n+tQ$ as the new starting point and differentiate along $P$ from there. Since $n+sP+tQ=(n+tQ)+sP$, the previous result gives

$$\frac{\partial}{\partial s}E(n+sP+tQ)\Big|_{s=0}=\mathrm{Tr}\big(V(n+tQ)P\big).$$

The potential is affine in the occupations, $V(n+tQ)=V(n)-tUQ$. Therefore

$$\mathrm{Tr}\big(V(n+tQ)P\big)=\mathrm{Tr}(V(n)P)-tU\,\mathrm{Tr}(QP)=\mathrm{Tr}(V(n)P)-tU\,\mathrm{Tr}(PQ),$$

and the slope in $t$ is the kernel:

$$K_n(P,Q)=-U\,\mathrm{Tr}(PQ).$$

```lean
/-- The mixed second derivative of the DFT+U energy along `P` and `Q` exists at every
occupation matrix `n` and equals `-U Tr(PQ)`. -/
theorem hasDerivAt_deriv_hubbardEnergy (U : ℝ) (n P Q : Matrix ι ι ℂ) :
    HasDerivAt
      (fun t : ℂ => deriv (fun s : ℂ => hubbardEnergy U (n + s • P + t • Q)) 0)
      (-(U : ℂ) * (P * Q).trace) 0 := by
  -- the first derivative at the shifted matrix `n + tQ` is affine in `t`
  have inner_deriv :
      (fun t : ℂ => deriv (fun s : ℂ => hubbardEnergy U (n + s • P + t • Q)) 0)
        = fun t : ℂ => (hubbardPotential U n * P).trace
            + t * (-(U : ℂ) * (P * Q).trace) - 0 * t ^ 2 := by
    funext t
    have hswap : (fun s : ℂ => hubbardEnergy U (n + s • P + t • Q))
        = fun s : ℂ => hubbardEnergy U ((n + t • Q) + s • P) := by
      funext s
      rw [add_right_comm]
    rw [hswap, (hasDerivAt_hubbardEnergy U (n + t • Q) P).deriv]
    unfold hubbardPotential
    simp only [trace_sub, trace_add, trace_smul, smul_eq_mul, sub_mul, add_mul,
      smul_mul_assoc, one_mul]
    rw [trace_mul_comm Q P]
    ring
  rw [inner_deriv]
  exact hasDerivAt_quadratic _ _ _
```

The statement says that the inner derivative, as a function of `t`, is itself differentiable at zero with derivative `-(U : ℂ) * (P * Q).trace`. The inner derivative is a genuine one for every `t`, because `hasDerivAt_hubbardEnergy` is applied at the shifted matrix `n + t • Q`.

Within the proof, `hswap` reorders the sum so that this theorem fits, and `inner_deriv` records the affine function of $t$ found above. It is written with an additional term `0 * t ^ 2`, so that the lemma on quadratic polynomials also finishes this step.

The matrix $n$ has disappeared from the result. The energy is quadratic, so its second derivative is the same at every occupation matrix, whether the subspace is empty, partly filled or full. The ground state enters this coupling only through the orbitals from which $P$ and $Q$ are built. The response as a whole still depends on $n$ in another way, because the potential $V(n)$ shifts the orbital energies.

## Transitions between orbitals

For two transition matrices the trace factorises. Written out in components,

$$\mathrm{Tr}\big(|u\rangle\langle v|\,|x\rangle\langle y|\big)=\sum_i\sum_j u_i\,\overline{v_j}\,x_j\,\overline{y_i}
=\Big(\sum_j\overline{v_j}\,x_j\Big)\Big(\sum_i\overline{y_i}\,u_i\Big)=\langle v,x\rangle\langle y,u\rangle.$$

```lean
omit [DecidableEq ι] in
/-- The trace of a product of two transition matrices pairs the orbitals crosswise:
`Tr(|u⟩⟨v| |x⟩⟨y|) = ⟨v,x⟩⟨y,u⟩`. -/
theorem trace_transition_mul (u v x y : ι → ℂ) :
    (transition u v * transition x y).trace = (star v ⬝ᵥ x) * (star y ⬝ᵥ u) := by
  unfold transition
  simp only [Matrix.trace, Matrix.diag_apply, Matrix.mul_apply, Matrix.vecMulVec_apply,
    dotProduct, Finset.sum_mul_sum]
  rw [Finset.sum_comm]
  exact Finset.sum_congr rfl fun i _ => Finset.sum_congr rfl fun j _ => by ring
```

The expression `star v ⬝ᵥ x` is the inner product $\langle v,x\rangle=\sum_j\overline{v_j}x_j$, which fixes the convention of conjugate-linearity in the first argument. The proof writes both sides as double sums, exchanges the order of summation with `Finset.sum_comm`, and compares them term by term.

Inserting this trace into the mixed derivative gives

$$K_n\big(|u\rangle\langle v|,|x\rangle\langle y|\big)=-U\,\langle v,x\rangle\langle y,u\rangle.$$

```lean
/-- Between the transitions `|u⟩⟨v|` and `|x⟩⟨y|` the DFT+U kernel is the exchange-type
pairing `-U ⟨v,x⟩⟨y,u⟩`. -/
theorem hubbardKernel_transition (U : ℝ) (n : Matrix ι ι ℂ) (u v x y : ι → ℂ) :
    hubbardKernel U n (transition u v) (transition x y)
      = -(U : ℂ) * ((star v ⬝ᵥ x) * (star y ⬝ᵥ u)) := by
  unfold hubbardKernel
  rw [(hasDerivAt_deriv_hubbardEnergy U n _ _).deriv, trace_transition_mul]
```

The proof takes the value of the outer `deriv` from the mixed-derivative theorem and rewrites the trace.

The pairing is of exchange type because each inner product joins an orbital of one transition to an orbital of the other. A Hartree-like coupling would instead contain $\langle v,u\rangle\langle y,x\rangle$, the product of the two separate traces, in which each transition is closed on itself. Take, for instance, $P=|a\rangle\langle i|$ and $Q=|j\rangle\langle b|$ with $i,j$ occupied and $a,b$ unoccupied orbitals. The coupling is then $-U\langle i,j\rangle\langle b,a\rangle$, which joins occupied to occupied and unoccupied to unoccupied, as Fock exchange does. The inner products run over the localised subspace only, so two orbitals that are orthogonal in full space may still have a nonzero overlap here. For coefficient vectors of length at most one, the coupling has modulus at most $|U|$.

## Curvature along Hermitian changes

A physical change of the occupations keeps $n$ Hermitian, so $P$ is Hermitian as well and $P_{ji}=\overline{P_{ij}}$. Setting $Q=P$ gives

$$\mathrm{Tr}(P^2)=\sum_i\sum_j P_{ij}P_{ji}=\sum_i\sum_j|P_{ij}|^2,$$

and the diagonal element of the kernel is

$$K_n(P,P)=-U\sum_i\sum_j|P_{ij}|^2.$$

```lean
/-- For a Hermitian occupation change `P`, the diagonal element of the DFT+U kernel is
`-U` times the sum of the squared moduli of the entries of `P`. -/
theorem hubbardKernel_hermitian (U : ℝ) (n P : Matrix ι ι ℂ) (hP : P.IsHermitian) :
    hubbardKernel U n P P = ((-U * ∑ i, ∑ j, ‖P i j‖ ^ 2 : ℝ) : ℂ) := by
  have htrace : (P * P).trace = ∑ i, ∑ j, (‖P i j‖ : ℂ) ^ 2 := by
    simp only [Matrix.trace, Matrix.diag_apply, Matrix.mul_apply]
    refine Finset.sum_congr rfl fun i _ => Finset.sum_congr rfl fun j _ => ?_
    -- Hermiticity turns each product into a squared modulus
    have h := Complex.mul_conj (P i j)
    rw [Complex.normSq_eq_norm_sq] at h
    push_cast at h
    rw [← hP.apply j i]
    exact h
  unfold hubbardKernel
  rw [(hasDerivAt_deriv_hubbardEnergy U n P P).deriv, htrace]
  push_cast
  ring

end

end HubbardKernel
```

The hypothesis `hP` states that $P$ is Hermitian; $n$ remains arbitrary. The right-hand side is a real number regarded as a complex one, so the theorem also says that the diagonal element is real. In the proof, `htrace` is the trace computation. It uses `hP.apply j i` to replace $P_{ji}$ by the conjugate of $P_{ij}$, and `Complex.mul_conj` to turn the product into a squared modulus.

This diagonal element is the second derivative of $E(n+sP)$ in $s$, in agreement with the quadratic term of the expansion. For positive $U$ and nonzero Hermitian $P$ it is negative, so the Hubbard term contributes downward curvature to the total energy along every such change of the occupations.

```lean
#print axioms HubbardKernel.hubbardKernel_transition
-- 'HubbardKernel.hubbardKernel_transition' depends on axioms: [propext, Classical.choice, Quot.sound]
#print axioms HubbardKernel.hubbardKernel_hermitian
-- 'HubbardKernel.hubbardKernel_hermitian' depends on axioms: [propext, Classical.choice, Quot.sound]
```
